# An extensive function on a convex cone is convex exactly when it is subadditive

The states of a system are taken here to be the points of a convex cone $C$ in a real vector space: a set closed under addition and under multiplication by positive numbers. A state might list particle numbers and a volume, all of them treated as continuous. The cone need not contain the zero vector, so the empty system can be left out, and extensivity is required only on $C$ and only for positive scale factors.

Let $f$ be a real function with $f(tx) = t f(x)$ for all $x \in C$ and $t > 0$. Then $f$ is convex on $C$ if and only if

$$f(x+y) \le f(x) + f(y) \qquad \text{for all } x, y \in C.$$

The scaling condition is a postulate. It stands for bulk matter in which surface energies and the effects of net charge and self-gravity are negligible, so that doubling the system doubles its energy. The sum $x+y$ is the state of the joined system, with amounts and volumes added.

## Midpoints in one direction, weights in the other

Suppose $f$ is convex and let $x, y \in C$. Convexity at the midpoint gives

$$f\left(\tfrac12 x + \tfrac12 y\right) \le \tfrac12 f(x) + \tfrac12 f(y).$$

Since $x+y \in C$, extensivity turns the left side into $\tfrac12 f(x+y)$. Multiplying by two gives subadditivity.

Suppose instead that $f$ is subadditive. Let $x, y \in C$ and let $a, b > 0$ with $a + b = 1$. The scaled states $ax$ and $by$ lie in $C$, so

$$f(ax + by) \le f(ax) + f(by) = a f(x) + b f(y).$$

If one weight is zero, the convexity inequality is an equality. Hence $f$ is convex.

Applied to $-f$, which is also extensive, the equivalence says that $f$ is concave exactly when $f(x+y) \ge f(x) + f(y)$. This is the form that suits an entropy.

Subadditivity extends to any finite nonempty collection of parts. One part gives equality. If the inequality holds for some collection with joined state $X \in C$, then adding a part $x$ gives $f(x + X) \le f(x) + f(X)$, and the second term is at most the sum over the earlier parts.

## A fluid with energy $N e(V/N)$

Let $N > 0$ be the particle number, $V > 0$ the volume and $e(v)$ the energy per particle at volume per particle $v$. The energy $F(N,V) = N e(V/N)$ is extensive, because scaling $N$ and $V$ together leaves $V/N$ unchanged. It is subadditive exactly when $e$ is convex on $v > 0$.

For one direction, let $e$ be convex and join $(N,V)$ to $(N',V')$. With the particle fractions as weights,

$$\frac{V+V'}{N+N'} = \frac{N}{N+N'}\,\frac{V}{N} + \frac{N'}{N+N'}\,\frac{V'}{N'},$$

so convexity gives

$$e\left(\frac{V+V'}{N+N'}\right) \le \frac{N}{N+N'}\, e\left(\frac{V}{N}\right) + \frac{N'}{N+N'}\, e\left(\frac{V'}{N'}\right).$$

Multiplying by $N+N'$ gives $F(N+N',V+V') \le F(N,V) + F(N',V')$.

For the other direction, take $v, w > 0$ and $a, b > 0$ with $a+b=1$, and join the states $(a, av)$ and $(b, bw)$. Their energies are $a\,e(v)$ and $b\,e(w)$. The joined state is $(1, av+bw)$, with energy $e(av+bw)$, so subadditivity of $F$ is the convexity inequality for $e$.

The choice $e(v) = v^2$ gives $F = V^2/N$, which is both extensive and convex. This is a mathematical example and not a model of a real fluid: read as a ground-state energy, or as a free energy at fixed temperature, it gives the pressure $-e'(v) = -2v$, which is negative at every volume.

In simulation practice, $e$ may be a free energy per particle fitted at fixed temperature. For a one-component model of this form, a fit that is not convex in $v$ has a uniform state whose free energy is higher than that of two separate portions with the same total $N$ and $V$.

## Both implications fail without extensivity

On the positive reals $x^2$ is convex, but $(1+1)^2 = 4 > 2 = 1^2 + 1^2$. The function $\min(x,1)$ is subadditive: if $x, y \le 1$, the right side is $x+y$, and otherwise it is at least $1$. It is not convex, since its value at $1$, the midpoint of $\tfrac12$ and $\tfrac32$, is $1$, while the average of its values at the two ends is $\tfrac34$.

## The equivalence in Lean

The space `E` is any real vector space, with no topology and no bound on its dimension.

```lean
import Mathlib

open Finset

namespace ExtensiveEnergy

variable {E : Type*} [AddCommGroup E] [Module ℝ E]
```

The function `f` is defined on all of `E`, but the hypotheses constrain it only on `C`. Here `t • x` is the scaled state and `t * f x` the scaled energy.

```lean
/-- A function is extensive on a cone of states if scaling the state by `t > 0`
scales its value by `t`. -/
def IsExtensive (C : ConvexCone ℝ E) (f : E → ℝ) : Prop :=
  ∀ x ∈ C, ∀ t : ℝ, 0 < t → f (t • x) = t * f x
```

Subadditivity compares values of one function `f` at three states. It is a property of `f`, and nothing is said about the process by which the two systems are brought together.

```lean
/-- A function is subadditive on a cone of states if its value for a joined system is at most
the sum of its values for the two parts. -/
def IsSubadditive (C : ConvexCone ℝ E) (f : E → ℝ) : Prop :=
  ∀ x ∈ C, ∀ y ∈ C, f (x + y) ≤ f x + f y
```

Mathlib's `ConvexOn ℝ (C : Set E) f` contains two statements: the set is convex, and the convexity inequality holds for nonnegative weights with sum one. The proof below takes the second, `hc.2`, with both weights equal to `1 / 2`. Rewriting with `← smul_add` collects the midpoint into half of `x + y`, `hf` pulls out the factor, and `linarith` does the multiplication by two.

```lean
/-- A convex extensive energy is subadditive. -/
theorem subadditive_of_convexOn {C : ConvexCone ℝ E} {f : E → ℝ}
    (hf : IsExtensive C f) (hc : ConvexOn ℝ (C : Set E) f) : IsSubadditive C f := by
  intro x hx y hy
  -- convexity at the midpoint, then scaling by two
  have h := hc.2 hx hy (by norm_num : (0 : ℝ) ≤ 1 / 2) (by norm_num : (0 : ℝ) ≤ 1 / 2)
    (by norm_num)
  rw [← smul_add, hf _ (C.add_mem hx hy) _ (by norm_num), smul_eq_mul, smul_eq_mul] at h
  linarith
```

For the converse, `convexOn_iff_forall_pos` reduces convexity to strictly positive weights, which is where the zero-weight case is disposed of. Subadditivity is applied to the two scaled states, and two uses of extensivity pull out `a` and `b`. The condition $a+b=1$ appears as an underscore because the argument never uses it.

```lean
/-- A subadditive extensive energy is convex. -/
theorem convexOn_of_subadditive {C : ConvexCone ℝ E} {f : E → ℝ}
    (hf : IsExtensive C f) (hs : IsSubadditive C f) : ConvexOn ℝ (C : Set E) f := by
  rw [convexOn_iff_forall_pos]
  refine ⟨C.convex, fun x hx y hy a b ha hb _ => ?_⟩
  -- join the two scaled systems and pull out the weights
  have h := hs _ (C.smul_mem ha hx) _ (C.smul_mem hb hy)
  rw [hf x hx a ha, hf y hy b hb] at h
  simpa only [smul_eq_mul] using h
```

The main theorem pairs the two implications.

```lean
/-- An extensive energy on a convex cone of states is convex if and only if it is
subadditive. -/
theorem convexOn_iff_subadditive {C : ConvexCone ℝ E} {f : E → ℝ}
    (hf : IsExtensive C f) : ConvexOn ℝ (C : Set E) f ↔ IsSubadditive C f :=
  ⟨subadditive_of_convexOn hf, convexOn_of_subadditive hf⟩
```

For the concave version, `hneg` records that `-f` is extensive, and `neg_convexOn_iff` exchanges concavity of `f` for convexity of `-f`. The rest is a change of sign in each direction.

```lean
/-- An extensive function is concave if and only if its value for a joined system is at least the
sum of its values for the two parts. -/
theorem concaveOn_iff_superadditive {C : ConvexCone ℝ E} {f : E → ℝ}
    (hf : IsExtensive C f) :
    ConcaveOn ℝ (C : Set E) f ↔ ∀ x ∈ C, ∀ y ∈ C, f x + f y ≤ f (x + y) := by
  have hneg : IsExtensive C (-f) := by
    intro x hx t ht
    simp only [Pi.neg_apply, hf x hx t ht, mul_neg]
  rw [← neg_convexOn_iff, convexOn_iff_subadditive hneg]
  constructor
  · intro h x hx y hy
    have h' := h x hx y hy
    simp only [Pi.neg_apply] at h'
    linarith
  · intro h x hx y hy
    have h' := h x hx y hy
    simp only [Pi.neg_apply]
    linarith
```

In the theorem for many parts, `s` is a finite set of labels and `x i` is the state of part `i`, so two parts may be in the same state. The set must be nonempty because an empty sum is the zero vector, which may lie outside the cone. The induction proves slightly more than the inequality: it also carries the membership of the joined state in `C`, which the next use of subadditivity requires.

```lean
/-- For a convex extensive energy, the energy of a system joined from a finite nonempty collection
of parts is at most the sum of the energies of the parts. -/
theorem energy_sum_le {ι : Type*} {C : ConvexCone ℝ E} {f : E → ℝ}
    (hf : IsExtensive C f) (hc : ConvexOn ℝ (C : Set E) f)
    (s : Finset ι) (hs : s.Nonempty) (x : ι → E) (hx : ∀ i ∈ s, x i ∈ C) :
    f (∑ i ∈ s, x i) ≤ ∑ i ∈ s, f (x i) := by
  have hsub := subadditive_of_convexOn hf hc
  -- the joined state stays in the cone, so one part can be added at a time
  have key : ∀ u : Finset ι, u.Nonempty → (∀ i ∈ u, x i ∈ C) →
      (∑ i ∈ u, x i) ∈ C ∧ f (∑ i ∈ u, x i) ≤ ∑ i ∈ u, f (x i) := by
    intro u hu
    induction hu using Finset.Nonempty.cons_induction with
    | singleton a =>
      intro h
      simp only [Finset.sum_singleton]
      exact ⟨h a (Finset.mem_singleton_self a), le_refl _⟩
    | cons a u ha hu ih =>
      intro h
      have h1 : x a ∈ C := h a (Finset.mem_cons_self a u)
      obtain ⟨h2, h3⟩ := ih (fun i hi => h i (Finset.mem_cons.mpr (Or.inr hi)))
      rw [Finset.sum_cons, Finset.sum_cons]
      have h4 := hsub _ h1 _ h2
      exact ⟨C.add_mem h1 h2, by linarith⟩
  exact (key s hs hx).2
```

## The fluid in Lean

A fluid state is a pair `p`, with `p.1` for $N$ and `p.2` for $V$. Both are positive reals, so particle number is not restricted to integers. The two proof fields say that scaling and joining keep them positive.

```lean
/-- The cone of fluid states `(N, V)` with positive particle number and positive volume. -/
def fluidCone : ConvexCone ℝ (ℝ × ℝ) where
  carrier := {p | 0 < p.1 ∧ 0 < p.2}
  smul_mem' := fun _ hc _ hp => ⟨mul_pos hc hp.1, mul_pos hc hp.2⟩
  add_mem' := fun _ hp _ hq => ⟨add_pos hp.1 hq.1, add_pos hp.2 hq.2⟩

/-- The fluid energy `N e(V / N)` built from an energy per particle `e`, for `N ≠ 0`. -/
noncomputable def fluidEnergy (e : ℝ → ℝ) (p : ℝ × ℝ) : ℝ := p.1 * e (p.2 / p.1)
```

Extensivity holds for every function `e`, convex or not. The proof cancels the common factor `t` in the ratio of volume to particle number.

```lean
/-- The fluid energy `N e(V / N)` is extensive. -/
theorem fluidEnergy_isExtensive (e : ℝ → ℝ) : IsExtensive fluidCone (fluidEnergy e) := by
  intro p _ t ht
  change (t * p.1) * e ((t * p.2) / (t * p.1)) = t * (p.1 * e (p.2 / p.1))
  rw [mul_div_mul_left _ _ ht.ne', mul_assoc]
```

In the next theorem `Set.Ioi 0` is the open half-line $v > 0$. The first half joins `(a, a * v)` to `(b, b * w)` and simplifies using $a+b=1$. The second half applies convexity of `e` with the particle fractions as weights. There `e1` is the identity for the joined volume per particle, and `e2` clears the denominators after multiplication by $N+N'$.

```lean
/-- The fluid energy `N e(V / N)` is subadditive if and only if the energy per particle is a
convex function of the volume per particle. -/
theorem fluidEnergy_subadditive_iff (e : ℝ → ℝ) :
    IsSubadditive fluidCone (fluidEnergy e) ↔ ConvexOn ℝ (Set.Ioi 0) e := by
  constructor
  · intro hs
    rw [convexOn_iff_forall_pos]
    refine ⟨convex_Ioi 0, fun v hv w hw a b ha hb hab => ?_⟩
    have hv' : 0 < v := hv
    have hw' : 0 < w := hw
    -- join fractions a and b of a particle at volumes v and w per particle
    have h := hs (a, a * v) (show 0 < a ∧ 0 < a * v from ⟨ha, mul_pos ha hv'⟩)
      (b, b * w) (show 0 < b ∧ 0 < b * w from ⟨hb, mul_pos hb hw'⟩)
    simp only [fluidEnergy, Prod.mk_add_mk, hab, div_one, one_mul,
      mul_div_cancel_left₀ _ ha.ne', mul_div_cancel_left₀ _ hb.ne'] at h
    simpa only [smul_eq_mul] using h
  · intro he p hp q hq
    obtain ⟨hN, hV⟩ : 0 < p.1 ∧ 0 < p.2 := hp
    obtain ⟨hN', hV'⟩ : 0 < q.1 ∧ 0 < q.2 := hq
    have hM : 0 < p.1 + q.1 := add_pos hN hN'
    have n1 := hN.ne'
    have n2 := hN'.ne'
    have n3 := hM.ne'
    -- convexity of e with the particle fractions as weights
    have h := he.2 (show p.2 / p.1 ∈ Set.Ioi (0 : ℝ) from div_pos hV hN)
      (show q.2 / q.1 ∈ Set.Ioi (0 : ℝ) from div_pos hV' hN')
      (div_pos hN hM).le (div_pos hN' hM).le (by rw [← add_div, div_self n3])
    simp only [smul_eq_mul] at h
    have e1 : p.1 / (p.1 + q.1) * (p.2 / p.1) + q.1 / (p.1 + q.1) * (q.2 / q.1)
        = (p.2 + q.2) / (p.1 + q.1) := by
      field_simp
    have e2 : ∀ A B : ℝ, (p.1 + q.1) * (p.1 / (p.1 + q.1) * A + q.1 / (p.1 + q.1) * B)
        = p.1 * A + q.1 * B := by
      intro A B
      field_simp
    rw [e1] at h
    have h2 := mul_le_mul_of_nonneg_left h hM.le
    rw [e2] at h2
    exact h2
```

The example $e(v) = v^2$ obtains convexity of $F$ from its subadditivity, which in turn comes from convexity of the square.

```lean
/-- The fluid energy with energy per particle `v ^ 2` is both extensive and convex. -/
theorem fluidEnergy_witness :
    IsExtensive fluidCone (fluidEnergy (fun v => v ^ 2)) ∧
      ConvexOn ℝ (fluidCone : Set (ℝ × ℝ)) (fluidEnergy (fun v => v ^ 2)) := by
  refine ⟨fluidEnergy_isExtensive _, convexOn_of_subadditive (fluidEnergy_isExtensive _) ?_⟩
  rw [fluidEnergy_subadditive_iff]
  exact (convexOn_pow 2).subset Set.Ioi_subset_Ici_self (convex_Ioi 0)
```

## The two counterexamples in Lean

The cone is now the positive half-line, the amounts of a single substance.

```lean
/-- The cone of positive amounts of a single substance. -/
def positiveAmounts : ConvexCone ℝ ℝ where
  carrier := {x | 0 < x}
  smul_mem' := by
    intro c hc x hx
    have hx' : 0 < x := hx
    change 0 < c * x
    exact mul_pos hc hx'
  add_mem' := by
    intro x hx y hy
    have hx' : 0 < x := hx
    have hy' : 0 < y := hy
    change 0 < x + y
    exact add_pos hx' hy'
```

The theorem has four parts. Convexity of the square is restricted from Mathlib's `convexOn_pow`, and its subadditivity is refuted at $x = y = 1$. For `min x 1`, subadditivity follows by splitting into cases according to which amounts exceed one, and convexity is refuted at the midpoint of $\tfrac12$ and $\tfrac32$.

```lean
/-- On positive amounts, `x ^ 2` is convex but not subadditive, and `min x 1` is subadditive but
not convex. -/
theorem extensivity_needed :
    (ConvexOn ℝ (positiveAmounts : Set ℝ) (fun x => x ^ 2) ∧
      ¬ IsSubadditive positiveAmounts (fun x => x ^ 2)) ∧
    (IsSubadditive positiveAmounts (fun x => min x 1) ∧
      ¬ ConvexOn ℝ (positiveAmounts : Set ℝ) (fun x => min x 1)) := by
  refine ⟨⟨?_, ?_⟩, ?_, ?_⟩
  · refine (convexOn_pow 2).subset (fun x hx => ?_) positiveAmounts.convex
    have h : 0 < x := hx
    exact h.le
  · intro h
    have h1 : (1 : ℝ) ∈ positiveAmounts := show (0 : ℝ) < 1 by norm_num
    have key := h 1 h1 1 h1
    norm_num at key
  · intro x hx y hy
    have hx' : 0 < x := hx
    have hy' : 0 < y := hy
    simp only [min_def]
    split_ifs <;> linarith
  · intro h
    -- the midpoint of 1/2 and 3/2 violates convexity
    have h1 : (1 / 2 : ℝ) ∈ (positiveAmounts : Set ℝ) := show (0 : ℝ) < 1 / 2 by norm_num
    have h2 : (3 / 2 : ℝ) ∈ (positiveAmounts : Set ℝ) := show (0 : ℝ) < 3 / 2 by norm_num
    have key := h.2 h1 h2 (by norm_num : (0 : ℝ) ≤ 1 / 2) (by norm_num : (0 : ℝ) ≤ 1 / 2)
      (by norm_num)
    norm_num [min_def] at key

end ExtensiveEnergy
```

```lean
#print axioms ExtensiveEnergy.convexOn_iff_subadditive
#print axioms ExtensiveEnergy.concaveOn_iff_superadditive
#print axioms ExtensiveEnergy.energy_sum_le
#print axioms ExtensiveEnergy.extensivity_needed
```

```
'ExtensiveEnergy.convexOn_iff_subadditive' depends on axioms: [propext, Classical.choice, Quot.sound]
'ExtensiveEnergy.concaveOn_iff_superadditive' depends on axioms: [propext, Classical.choice, Quot.sound]
'ExtensiveEnergy.energy_sum_le' depends on axioms: [propext, Classical.choice, Quot.sound]
'ExtensiveEnergy.extensivity_needed' depends on axioms: [propext, Classical.choice, Quot.sound]
```
